# Without normalisability, the oscillator ladder from exp(x²/2) descends without end

A formal solution is taken here to be a twice differentiable real function on the line that satisfies the stationary Schrödinger equation of the harmonic oscillator at every point, with no condition at infinity. In units with $\hbar=m=\omega=1$, this admits the growing Gaussian $f(x)=e^{x^2/2}$, which has energy $-\tfrac12$ and from which repeated lowering produces nonzero solutions with energies $-\tfrac32,-\tfrac52,\dots$

```lean
import Mathlib

open MeasureTheory

namespace OscillatorLadderWithoutNormalisability

noncomputable section

/-- The oscillator Hamiltonian `-ψ''/2 + x² ψ/2` as a differential expression. -/
def hamiltonian (ψ : ℝ → ℝ) : ℝ → ℝ :=
  fun x => -(deriv (deriv ψ) x) / 2 + x ^ 2 * ψ x / 2

/-- The lowering operator `a = (x + d/dx)/√2`. -/
def lowering (ψ : ℝ → ℝ) : ℝ → ℝ :=
  fun x => (x * ψ x + deriv ψ x) / Real.sqrt 2

/-- The raising operator `a† = (x - d/dx)/√2`. -/
def raising (ψ : ℝ → ℝ) : ℝ → ℝ :=
  fun x => (x * ψ x - deriv ψ x) / Real.sqrt 2

/-- The growing Gaussian `exp(x²/2)`. -/
def growing : ℝ → ℝ := fun x => Real.exp (x ^ 2 / 2)

/-- A twice differentiable function solving the oscillator equation with energy `E`,
with no condition at infinity. -/
structure IsFormalSolution (E : ℝ) (ψ : ℝ → ℝ) : Prop where
  diff : Differentiable ℝ ψ
  diff_deriv : Differentiable ℝ (deriv ψ)
  schrodinger : ∀ x, hamiltonian ψ x = E * ψ x

variable {E : ℝ} {ψ : ℝ → ℝ}

/-- On a formal solution the derivative of `ψ'` is `(x² - 2E) ψ`. -/
theorem hasDerivAt_deriv (h : IsFormalSolution E ψ) (x : ℝ) :
    HasDerivAt (deriv ψ) ((x ^ 2 - 2 * E) * ψ x) x := by
  have hs := h.schrodinger x
  unfold hamiltonian at hs
  exact (h.diff_deriv x).hasDerivAt.congr_deriv (by linear_combination (-2) * hs)

/-- The derivative of `a ψ` on a formal solution, with `ψ''` eliminated. -/
theorem hasDerivAt_lowering (h : IsFormalSolution E ψ) (x : ℝ) :
    HasDerivAt (lowering ψ)
      ((ψ x + x * deriv ψ x + (x ^ 2 - 2 * E) * ψ x) / Real.sqrt 2) x := by
  have h1 := (h.diff x).hasDerivAt
  have h2 := (((hasDerivAt_id' x).fun_mul h1).fun_add (hasDerivAt_deriv h x)).div_const
    (Real.sqrt 2)
  exact h2.congr_deriv (by ring)

/-- The lowering operator turns a formal solution of energy `E` into one of energy `E - 1`. -/
theorem lowering_solution (h : IsFormalSolution E ψ) :
    IsFormalSolution (E - 1) (lowering ψ) := by
  have hd : deriv (lowering ψ) = fun x =>
      (ψ x + x * deriv ψ x + (x ^ 2 - 2 * E) * ψ x) / Real.sqrt 2 :=
    funext fun x => (hasDerivAt_lowering h x).deriv
  -- differentiate once more, again replacing `ψ''` by `(x² - 2E) ψ`
  have hd2 : ∀ x, HasDerivAt (deriv (lowering ψ))
      ((x ^ 2 - 2 * E + 2) * (x * ψ x + deriv ψ x) / Real.sqrt 2) x := by
    intro x
    rw [hd]
    have h1 := (h.diff x).hasDerivAt
    have h2 := hasDerivAt_deriv h x
    have hp : HasDerivAt (fun y : ℝ => y ^ 2 - 2 * E) (2 * x) x :=
      ((hasDerivAt_pow 2 x).sub_const (2 * E)).congr_deriv (by norm_num)
    exact (((h1.fun_add ((hasDerivAt_id' x).fun_mul h2)).fun_add
      (hp.fun_mul h1)).div_const (Real.sqrt 2)).congr_deriv (by ring)
  refine ⟨fun x => (hasDerivAt_lowering h x).differentiableAt,
    fun x => (hd2 x).differentiableAt, fun x => ?_⟩
  unfold hamiltonian
  rw [(hd2 x).deriv]
  simp only [lowering]
  ring

/-- On a formal solution of energy `E`, the operator `a† a` acts as the number `E - 1/2`. -/
theorem raising_lowering (h : IsFormalSolution E ψ) (x : ℝ) :
    raising (lowering ψ) x = (E - 1 / 2) * ψ x := by
  have hi : (Real.sqrt 2)⁻¹ * (Real.sqrt 2)⁻¹ = 1 / 2 := by
    rw [← mul_inv, Real.mul_self_sqrt (by norm_num)]
    norm_num
  unfold raising
  rw [(hasDerivAt_lowering h x).deriv]
  simp only [lowering]
  linear_combination ((2 * E - 1) * ψ x) * hi

/-- The lowering operator does not annihilate a nonzero formal solution
whose energy differs from `1/2`. -/
theorem lowering_ne_zero (h : IsFormalSolution E ψ) (hE : E ≠ 1 / 2) (hψ : ψ ≠ 0) :
    lowering ψ ≠ 0 := by
  intro h0
  apply hψ
  funext x
  have hr := raising_lowering h x
  have hc : deriv (0 : ℝ → ℝ) x = 0 := deriv_const x (0 : ℝ)
  have hz : raising (0 : ℝ → ℝ) x = 0 := by simp [raising, hc]
  rw [h0, hz] at hr
  exact (mul_eq_zero.mp hr.symm).resolve_left (sub_ne_zero.mpr hE)

/-- The growing Gaussian `exp(x²/2)` is a formal solution of energy `-1/2`. -/
theorem growing_solution : IsFormalSolution (-(1 / 2)) growing := by
  have h1 : ∀ x, HasDerivAt growing (x * growing x) x := by
    intro x
    have hp : HasDerivAt (fun y : ℝ => y ^ 2 / 2) x x :=
      ((hasDerivAt_pow 2 x).div_const 2).congr_deriv (by norm_num)
    exact hp.exp.congr_deriv (mul_comm _ _)
  have hd : deriv growing = fun x => x * growing x := funext fun x => (h1 x).deriv
  have h2 : ∀ x, HasDerivAt (deriv growing) (growing x + x * (x * growing x)) x := by
    intro x
    rw [hd]
    exact ((hasDerivAt_id' x).fun_mul (h1 x)).congr_deriv (by ring)
  refine ⟨fun x => (h1 x).differentiableAt, fun x => (h2 x).differentiableAt, fun x => ?_⟩
  unfold hamiltonian
  rw [(h2 x).deriv]
  ring

/-- A nonzero formal solution that is square integrable has positive energy. -/
theorem energy_pos_of_normalisable (h : IsFormalSolution E ψ) (hψ : ψ ≠ 0)
    (hi : Integrable (fun x => ψ x ^ 2)) : 0 < E := by
  by_contra hE
  have hE' : E ≤ 0 := not_lt.mp hE
  have d1 : ∀ x, HasDerivAt (fun y => ψ y ^ 2) (2 * ψ x * deriv ψ x) x := fun x =>
    ((h.diff x).hasDerivAt.fun_pow 2).congr_deriv (by norm_num)
  have hd : deriv (fun y => ψ y ^ 2) = fun x => 2 * ψ x * deriv ψ x :=
    funext fun x => (d1 x).deriv
  have d2 : ∀ x, HasDerivAt (fun y => 2 * ψ y * deriv ψ y)
      (2 * deriv ψ x ^ 2 + 2 * ((x ^ 2 - 2 * E) * ψ x ^ 2)) x := fun x =>
    (((h.diff x).hasDerivAt.const_mul 2).fun_mul (hasDerivAt_deriv h x)).congr_deriv (by ring)
  -- for `E ≤ 0` the density `ψ²` is convex
  have conv : ConvexOn ℝ Set.univ (fun y => ψ y ^ 2) := by
    apply convexOn_univ_of_deriv2_nonneg
    · exact fun x => (d1 x).differentiableAt
    · rw [hd]
      exact fun x => (d2 x).differentiableAt
    · intro x
      change 0 ≤ deriv (deriv (fun y => ψ y ^ 2)) x
      rw [hd, (d2 x).deriv]
      have hq : 0 ≤ x ^ 2 - 2 * E := by linarith [sq_nonneg x]
      linarith [mul_nonneg hq (sq_nonneg (ψ x)), sq_nonneg (deriv ψ x)]
  obtain ⟨x₀, hx₀⟩ := Function.ne_iff.mp hψ
  have mid : ∀ t, 2 * ψ x₀ ^ 2 ≤ ψ (x₀ + t) ^ 2 + ψ (x₀ - t) ^ 2 := by
    intro t
    have hc := conv.2 (Set.mem_univ (x₀ + t)) (Set.mem_univ (x₀ - t))
      (by norm_num : (0 : ℝ) ≤ 1 / 2) (by norm_num : (0 : ℝ) ≤ 1 / 2) (by norm_num)
    have e : (1 / 2 : ℝ) * (x₀ + t) + 1 / 2 * (x₀ - t) = x₀ := by ring
    simp only [smul_eq_mul] at hc
    rw [e] at hc
    linarith
  -- an integrable density would make a positive constant integrable on the line
  have hsum : Integrable (fun t => ψ (x₀ + t) ^ 2 + ψ (x₀ - t) ^ 2) :=
    (hi.comp_add_left x₀).add (hi.comp_sub_left x₀)
  have hconst : Integrable (fun _ : ℝ => 2 * ψ x₀ ^ 2) :=
    hsum.mono' aestronglyMeasurable_const (Filter.Eventually.of_forall fun t => by
      rw [Real.norm_of_nonneg (by positivity)]
      exact mid t)
  rcases integrable_const_iff.mp hconst with h0 | hfin
  · exact hx₀ (pow_eq_zero_iff (two_ne_zero)|>.mp (by linarith))
  · have hlt := hfin.measure_univ_lt_top
    simp at hlt

/-- For every `n`, the function `aⁿ exp(x²/2)` is a nonzero formal solution of energy
`-(n + 1/2)`, and it is not square integrable. -/
theorem ladder_without_normalisability (n : ℕ) :
    IsFormalSolution (-((n : ℝ) + 1 / 2)) (lowering^[n] growing) ∧
      lowering^[n] growing ≠ 0 ∧
      ¬ Integrable (fun x => (lowering^[n] growing) x ^ 2) := by
  have key : IsFormalSolution (-((n : ℝ) + 1 / 2)) (lowering^[n] growing) ∧
      lowering^[n] growing ≠ 0 := by
    induction n with
    | zero =>
      refine ⟨?_, fun h0 => (Real.exp_pos ((0 : ℝ) ^ 2 / 2)).ne' (congrFun h0 0)⟩
      have e : -(((0 : ℕ) : ℝ) + 1 / 2) = -(1 / 2) := by norm_num
      rw [e]
      exact growing_solution
    | succ n ih =>
      have hn : (0 : ℝ) ≤ n := Nat.cast_nonneg n
      have e : -(((n + 1 : ℕ) : ℝ) + 1 / 2) = -((n : ℝ) + 1 / 2) - 1 := by
        push_cast
        ring
      rw [Function.iterate_succ_apply', e]
      -- the energy is negative, so the ladder cannot stop at `1/2`
      exact ⟨lowering_solution ih.1, lowering_ne_zero ih.1 (by linarith) ih.2⟩
  refine ⟨key.1, key.2, fun hi => ?_⟩
  have hpos := energy_pos_of_normalisable key.1 key.2 hi
  have hn : (0 : ℝ) ≤ n := Nat.cast_nonneg n
  linarith

/-- The energies of the nonzero formal solutions `aⁿ exp(x²/2)` are unbounded below. -/
theorem formal_energies_unbounded_below :
    ¬ BddBelow {E : ℝ | ∃ n : ℕ, lowering^[n] growing ≠ 0 ∧
      IsFormalSolution E (lowering^[n] growing)} := by
  rintro ⟨B, hB⟩
  obtain ⟨n, hn⟩ := exists_nat_gt (-B)
  have hl := ladder_without_normalisability n
  have hb : B ≤ -((n : ℝ) + 1 / 2) := hB ⟨n, hl.2.1, hl.1⟩
  linarith

end

end OscillatorLadderWithoutNormalisability
```

```lean
#print axioms OscillatorLadderWithoutNormalisability.ladder_without_normalisability
#print axioms OscillatorLadderWithoutNormalisability.formal_energies_unbounded_below
```

```
'OscillatorLadderWithoutNormalisability.ladder_without_normalisability' depends on axioms: [propext, Classical.choice, Quot.sound]
'OscillatorLadderWithoutNormalisability.formal_energies_unbounded_below' depends on axioms: [propext, Classical.choice, Quot.sound]
```

## Solutions at every energy −(n + 1/2)

In units with $\hbar=m=\omega=1$, the equation and the ladder operators are

$$-\tfrac12\psi''+\tfrac12x^2\psi=E\psi,\qquad a=\frac{x+d/dx}{\sqrt2},\qquad a^\dagger=\frac{x-d/dx}{\sqrt2}.$$

`ladder_without_normalisability` says that for every natural number $n$, including $n=0$, the function $a^nf$ solves this equation with $E=-(n+\tfrac12)$, is not identically zero, and is not square integrable. `formal_energies_unbounded_below` concludes that the energies on this ladder have no lower bound.

The contrasting result is `energy_pos_of_normalisable`: a nonzero formal solution with integrable $\psi^2$ has $E>0$. This is weaker than the sharp bound $E\ge\tfrac12$, but it suffices to exclude every member of the ladder.

## Differential expressions in place of Hilbert-space operators

`hamiltonian`, `lowering` and `raising` act on arbitrary functions `ℝ → ℝ` through `deriv`. Since `deriv` returns zero where a function is not differentiable, `IsFormalSolution` requires both $\psi$ and $\psi'$ to be differentiable. The iterate `lowering^[n] growing` is $a^nf$, and `Integrable` refers to Lebesgue measure on the line. Energies and wave functions are real. No inner product appears, so $a^\dagger$ is only a name for a differential expression.

The operators could also have been defined on a domain inside $L^2$, such as the Schwartz functions. Then $f$ would not be an admissible state and the ladder starting from it could not be formed. For a normalised eigenfunction in that domain, integration by parts would give $E-\tfrac12=\langle\psi,a^\dagger a\psi\rangle=\|a\psi\|^2\ge0$, the familiar lower bound.

For this single-particle, one-dimensional oscillator, the algebra of $a$ and $a^\dagger$ therefore does not by itself bound the energy. In a numerical integration of the same equation, a smooth solution at a trial energy likewise need not be a bound state; it is one only if it is also square integrable.

## Why lowering never reaches zero

The equation gives $\psi''=(x^2-2E)\psi$, which is `hasDerivAt_deriv`. Put $\varphi=x\psi+\psi'=\sqrt2\,a\psi$. Then

$$\varphi'=\psi+x\psi'+(x^2-2E)\psi,$$

and differentiating again, with $\psi''$ eliminated,

$$\begin{aligned}\varphi''&=2\psi'+x(x^2-2E)\psi+2x\psi+(x^2-2E)\psi'\\&=(x^2-2E+2)\varphi.\end{aligned}$$

This is the oscillator equation with energy $E-1$. `hasDerivAt_lowering` and `lowering_solution` carry out the two differentiations, and `ring` checks the algebra.

From the same expression for $\varphi'$,

$$a^\dagger a\psi=\tfrac12(x\varphi-\varphi')=(E-\tfrac12)\psi,$$

which is `raising_lowering`. If $a\psi=0$, the left side vanishes, so either $E=\tfrac12$ or $\psi=0$; this is `lowering_ne_zero`.

For the starting function, $f'=xf$ and $f''=(1+x^2)f$, so

$$-\tfrac12f''+\tfrac12x^2f=-\tfrac12f.$$

This is `growing_solution`. The ladder begins below $\tfrac12$ and each step lowers the energy by one, so it never meets the only energy at which $a$ can annihilate a nonzero solution. The induction in the main theorem combines these facts, starting from $f(0)=1\ne0$.

## Why a normalisable solution has positive energy

Suppose $E\le0$. Then

$$(\psi^2)''=2\psi'^2+2(x^2-2E)\psi^2\ge0,$$

so $\psi^2$ is convex. Choose $x_0$ with $\psi(x_0)\ne0$. Convexity at the midpoint of $x_0+t$ and $x_0-t$ gives

$$2\psi(x_0)^2\le\psi(x_0+t)^2+\psi(x_0-t)^2\quad\text{for all }t.$$

If $\psi^2$ were integrable, the right side would be integrable in $t$, because translation and reflection preserve integrability. The positive constant on the left would then be integrable over the whole line, which is impossible.

In the Lean proof, `conv` is the convexity, `mid` the midpoint inequality, and `hsum.mono'` the comparison of integrands. Applied to $a^nf$, whose energy is negative, the result rules out square integrability. For the unboundedness, given a proposed lower bound $B$, choose $n>-B$; then $-(n+\tfrac12)<B$, a contradiction.
